# Carlson–Keller duality for a pure state of three fermions: the one- and two-particle density matrices share their nonzero spectrum up to a constant factor

Q: Take a lithium atom with its three electrons in a pure state. I can ask for the occupations of its natural spin orbitals, which are the eigenvectors of the one-particle density matrix, or for those of its natural pair functions, the eigenvectors of the two-particle density matrix. The occupations are the eigenvalues. There are far more pair functions than orbitals, yet I am told that the two lists of nonzero occupations agree up to a constant factor. Why should they?

A: Because removing one electron leaves a pair. Expand the state in orthonormal spin orbitals, with an amplitude $\psi(i,j,k)$ that is antisymmetric because electrons are fermions, and define

$$D(ij,lm)=6\sum_k\psi(ijk)\,\overline{\psi(lmk)},\qquad g(i,l)=3\sum_{jk}\psi(ijk)\,\overline{\psi(ljk)}.$$

Now read $\psi$ as a rectangular matrix $A$ with a pair as row and the third particle as column, $A_{(ij),k}=\psi(ijk)$. Then $D=6AA^\dagger$ at once. A cyclic permutation is even, so $\psi(ijk)=\psi(jki)$, and

$$g(i,l)=3\sum_{jk}\psi(jki)\,\overline{\psi(jkl)}=3(A^\dagger A)_{li}.$$

Hence $g=(3A^\dagger A)^T$. The two matrices are built from the same $A$, multiplied in opposite orders.

Q: And opposite orders give the same nonzero eigenvalues?

A: Yes. Suppose $XYx=sx$ with $s\neq0$. Then $YX(Yx)=s\,Yx$, so $Y$ sends the eigenspace of $XY$ into that of $YX$. It is injective there, because $Yx=0$ would give $sx=0$. Exchanging the roles of $X$ and $Y$ gives equal dimensions. Put $X=6A$, $Y=A^\dagger$ and $s=2t$: then $XY=D$ and $YX=6A^\dagger A=2g^T$. So $D$ at $2t$ has the multiplicity of $g^T$ at $t$. Finally, $g^T-t$ and $g-t$ have the same rank, hence kernels of the same dimension.

Q: Now the Lean version. What is a three-electron state there?

A: An array of complex numbers. The type `n` is the finite set of spin orbitals, not a particle number.

```lean
import Mathlib

open Matrix Module

namespace CarlsonKeller

noncomputable section

variable {n : Type*} [Fintype n] [DecidableEq n]

/-- A three-particle amplitude is antisymmetric if it changes sign when the first two or the
last two orbital indices are exchanged. -/
def Antisymmetric (ψ : n → n → n → ℂ) : Prop :=
  (∀ i j k, ψ j i k = -ψ i j k) ∧ (∀ i j k, ψ i k j = -ψ i j k)
```

The two conditions are the exchanges of neighbouring particles, which generate all permutations.

Q: Nothing says that $\psi$ is normalised.

A: The duality doesn't need it, since rescaling $\psi$ rescales both matrices alike. You need $\sum|\psi|^2=1$ only to read the eigenvalues of $g$ as occupation numbers; the traces are then $3$ for $g$ and $6$ for $D$. Many texts write $\gamma$ and $\Gamma$ for these matrices, often with other prefactors.

```lean
/-- The two-particle density matrix `D(ij,lm) = 6 ∑ₖ ψ(ijk) ψ*(lmk)`. -/
def twoRDM (ψ : n → n → n → ℂ) : Matrix (n × n) (n × n) ℂ :=
  Matrix.of fun p q => 6 * ∑ k, ψ p.1 p.2 k * star (ψ q.1 q.2 k)

/-- The one-particle density matrix `g(i,l) = 3 ∑ⱼₖ ψ(ijk) ψ*(ljk)`. -/
def oneRDM (ψ : n → n → n → ℂ) : Matrix n n ℂ :=
  Matrix.of fun i l => 3 * ∑ j, ∑ k, ψ i j k * star (ψ l j k)

/-- The amplitude read as a rectangular matrix, with a pair of particles as row index and the
third particle as column index. -/
def pairMatrix (ψ : n → n → n → ℂ) : Matrix (n × n) n ℂ :=
  Matrix.of fun p k => ψ p.1 p.2 k
```

Here `star` is complex conjugation, and `ᴴ` below is the dagger. The rows of `pairMatrix` run over all ordered pairs, including $i=j$.

Q: Where does antisymmetry enter?

A: Only in the second of the two factorisations. The first just unfolds the definitions. In the second, `cyc` obtains the cyclic permutation from two exchanges, and `simp` then matches the sums.

```lean
omit [DecidableEq n] in
/-- The two-particle density matrix is `6 A A†`, where `A` is the pair matrix of the amplitude. -/
theorem twoRDM_eq (ψ : n → n → n → ℂ) :
    twoRDM ψ = (6 : ℂ) • (pairMatrix ψ * (pairMatrix ψ)ᴴ) := by
  ext p q
  simp [twoRDM, pairMatrix, Matrix.mul_apply]

omit [DecidableEq n] in
/-- For an antisymmetric amplitude the one-particle density matrix is the transpose of
`3 A† A`, where `A` is the pair matrix. -/
theorem oneRDM_eq {ψ : n → n → n → ℂ} (h : Antisymmetric ψ) :
    oneRDM ψ = ((3 : ℂ) • ((pairMatrix ψ)ᴴ * pairMatrix ψ))ᵀ := by
  -- a cyclic permutation of the three particles is even
  have cyc : ∀ i j k, ψ j k i = ψ i j k := fun i j k => by
    rw [h.2 j i k, h.1 i j k, neg_neg]
  ext i l
  simp [oneRDM, pairMatrix, Matrix.mul_apply, Fintype.sum_prod_type, cyc, mul_comm]
```

Q: Next should come the argument about $XY$ and $YX$.

A: It is stated for any rectangular complex matrices. `hX` records $X(Yx)=sx$, and `hY` says that $Yx$ lands in the other eigenspace. The last lines prove injectivity by cancelling $s$, which gives an inequality of dimensions (`finrank`).

```lean
/-- For a nonzero number `s` and rectangular matrices `X` and `Y`, the eigenspace of `XY` at `s`
has at most the dimension of the eigenspace of `YX` at `s`. -/
theorem finrank_eigenspace_mul_le {m : Type*} [Fintype m] [DecidableEq m]
    (X : Matrix m n ℂ) (Y : Matrix n m ℂ) {s : ℂ} (hs : s ≠ 0) :
    finrank ℂ (End.eigenspace (Matrix.toLin' (X * Y)) s) ≤
      finrank ℂ (End.eigenspace (Matrix.toLin' (Y * X)) s) := by
  have hX : ∀ x ∈ End.eigenspace (Matrix.toLin' (X * Y)) s, X *ᵥ (Y *ᵥ x) = s • x := by
    intro x hx
    rw [End.mem_eigenspace_iff, Matrix.toLin'_apply] at hx
    rw [Matrix.mulVec_mulVec, hx]
  -- `Y` maps the eigenspace of `XY` into that of `YX`, and does so injectively
  have hY : ∀ x ∈ End.eigenspace (Matrix.toLin' (X * Y)) s,
      Matrix.toLin' Y x ∈ End.eigenspace (Matrix.toLin' (Y * X)) s := by
    intro x hx
    rw [End.mem_eigenspace_iff, Matrix.toLin'_apply, Matrix.toLin'_apply,
      ← Matrix.mulVec_mulVec, hX x hx, Matrix.mulVec_smul]
  apply LinearMap.finrank_le_finrank_of_injective (f := (Matrix.toLin' Y).restrict hY)
  intro x y hxy
  have h1 : Y *ᵥ x.1 = Y *ᵥ y.1 := congrArg Subtype.val hxy
  have h2 : s • x.1 = s • y.1 := by rw [← hX x.1 x.2, ← hX y.1 y.2, h1]
  exact Subtype.ext (smul_right_injective _ hs h2)
```

Using the inequality in both directions gives equality.

```lean
/-- For a nonzero number `s`, the products `XY` and `YX` of two rectangular matrices have
eigenspaces of equal dimension at `s`. -/
theorem finrank_eigenspace_mul_comm {m : Type*} [Fintype m] [DecidableEq m]
    (X : Matrix m n ℂ) (Y : Matrix n m ℂ) {s : ℂ} (hs : s ≠ 0) :
    finrank ℂ (End.eigenspace (Matrix.toLin' (X * Y)) s) =
      finrank ℂ (End.eigenspace (Matrix.toLin' (Y * X)) s) :=
  le_antisymm (finrank_eigenspace_mul_le X Y hs) (finrank_eigenspace_mul_le Y X hs)
```

For the transpose, `e` rewrites an eigenspace as the kernel of $G-t$. Rank–nullity is applied to this matrix and to its transpose, and the equality of their ranks finishes the count.

```lean
/-- A square matrix and its transpose have eigenspaces of equal dimension. -/
theorem finrank_eigenspace_transpose (G : Matrix n n ℂ) (t : ℂ) :
    finrank ℂ (End.eigenspace (Matrix.toLin' Gᵀ) t) =
      finrank ℂ (End.eigenspace (Matrix.toLin' G) t) := by
  have e : ∀ M : Matrix n n ℂ, End.eigenspace (Matrix.toLin' M) t =
      LinearMap.ker (M - t • (1 : Matrix n n ℂ)).mulVecLin := by
    intro M
    ext v
    rw [End.mem_eigenspace_iff, LinearMap.mem_ker, Matrix.toLin'_apply,
      Matrix.mulVecLin_apply, Matrix.sub_mulVec, Matrix.smul_mulVec, Matrix.one_mulVec,
      sub_eq_zero]
  have ht : Gᵀ - t • (1 : Matrix n n ℂ) = (G - t • (1 : Matrix n n ℂ))ᵀ := by
    rw [Matrix.transpose_sub, Matrix.transpose_smul, Matrix.transpose_one]
  rw [e, e, ht]
  -- equal ranks give equal nullities
  have h1 := LinearMap.finrank_range_add_finrank_ker (G - t • (1 : Matrix n n ℂ)).mulVecLin
  have h2 := LinearMap.finrank_range_add_finrank_ker (G - t • (1 : Matrix n n ℂ))ᵀ.mulVecLin
  have hr : finrank ℂ (LinearMap.range (G - t • (1 : Matrix n n ℂ))ᵀ.mulVecLin) =
      finrank ℂ (LinearMap.range (G - t • (1 : Matrix n n ℂ)).mulVecLin) :=
    Matrix.rank_transpose _
  omega
```

Q: So which statement is the duality itself?

A: There are two, and the stronger comes first. For antisymmetric $\psi$ and any complex $t\neq0$, the eigenspace of $D$ at $2t$ has the dimension of the eigenspace of $g$ at $t$. In the proof, `hD` and `hg` are the identifications $XY=D$ and $YX=2g^T$, and `hs` removes the common factor of two.

```lean
/-- For an antisymmetric amplitude and `t ≠ 0`, the eigenspace of `D` at `2t` has the same
dimension as the eigenspace of `g` at `t`. -/
theorem carlson_keller_multiplicity {ψ : n → n → n → ℂ} (h : Antisymmetric ψ)
    {t : ℂ} (ht : t ≠ 0) :
    finrank ℂ (End.eigenspace (Matrix.toLin' (twoRDM ψ)) (2 * t)) =
      finrank ℂ (End.eigenspace (Matrix.toLin' (oneRDM ψ)) t) := by
  have hD : twoRDM ψ = ((6 : ℂ) • pairMatrix ψ) * (pairMatrix ψ)ᴴ := by
    rw [twoRDM_eq, Matrix.smul_mul]
  have hg : (pairMatrix ψ)ᴴ * ((6 : ℂ) • pairMatrix ψ) = (2 : ℂ) • (oneRDM ψ)ᵀ := by
    rw [oneRDM_eq h, Matrix.transpose_transpose, Matrix.mul_smul, smul_smul]
    norm_num
  have hs : End.eigenspace (Matrix.toLin' ((2 : ℂ) • (oneRDM ψ)ᵀ)) (2 * t) =
      End.eigenspace (Matrix.toLin' (oneRDM ψ)ᵀ) t := by
    ext v
    rw [End.mem_eigenspace_iff, End.mem_eigenspace_iff, Matrix.toLin'_apply,
      Matrix.toLin'_apply, Matrix.smul_mulVec, mul_smul]
    exact (smul_right_injective _ (two_ne_zero' ℂ)).eq_iff
  rw [hD, finrank_eigenspace_mul_comm _ _ (mul_ne_zero two_ne_zero ht), hg, hs,
    finrank_eigenspace_transpose]
```

The eigenvalue statement follows, because a number is an eigenvalue exactly when its eigenspace has nonzero dimension.

```lean
/-- Carlson-Keller duality for three fermions: for an antisymmetric amplitude, a nonzero `t` is
an eigenvalue of `g` if and only if `2t` is an eigenvalue of `D`. -/
theorem carlson_keller {ψ : n → n → n → ℂ} (h : Antisymmetric ψ) {t : ℂ} (ht : t ≠ 0) :
    End.HasEigenvalue (Matrix.toLin' (oneRDM ψ)) t ↔
      End.HasEigenvalue (Matrix.toLin' (twoRDM ψ)) (2 * t) := by
  simp only [End.hasEigenvalue_iff, ne_eq, ← Submodule.finrank_eq_zero (R := ℂ)]
  rw [carlson_keller_multiplicity h ht]
```

Carlson and Keller's names are usually attached to a relation between $p$ and $N-p$ particles in a pure $N$-particle state; these theorems treat $N=3$, $p=1$.

Q: Equal dimensions are abstract. Given a natural orbital, which pair function belongs to it?

A: If $gv=tv$ with $t$ real, take $A\bar v$, that is $\sum_k\psi(ijk)\,\overline{v(k)}$. Since $g$ is Hermitian, conjugating the equation gives $g^T\bar v=t\bar v$, so $3A^\dagger A\bar v=t\bar v$. Therefore

$$D\,A\bar v=6A(A^\dagger A\bar v)=2t\,A\bar v.$$

In the proof, `herm` and `hc` are the conjugation step, and the final rewriting is this line.

```lean
omit [DecidableEq n] in
/-- For an antisymmetric amplitude, if `g v = t v` with `t` real, then the pair function
`∑ₖ ψ(ijk) v*(k)` satisfies the eigenvalue equation of `D` with the value `2t`. -/
theorem geminal_of_orbital {ψ : n → n → n → ℂ} (h : Antisymmetric ψ) {t : ℝ} {v : n → ℂ}
    (hv : oneRDM ψ *ᵥ v = (t : ℂ) • v) :
    twoRDM ψ *ᵥ (pairMatrix ψ *ᵥ star v) = (2 * t : ℂ) • (pairMatrix ψ *ᵥ star v) := by
  have herm : (oneRDM ψ)ᴴ = oneRDM ψ := by
    ext i l
    simp [oneRDM, mul_comm]
  -- complex conjugation turns `g` into its transpose
  have hc : (oneRDM ψ)ᵀ *ᵥ star v = (t : ℂ) • star v := by
    have h1 := congrArg star hv
    rw [Matrix.star_mulVec, herm] at h1
    rw [Matrix.mulVec_transpose, h1]
    ext i
    simp
  rw [oneRDM_eq h, Matrix.transpose_transpose, Matrix.smul_mulVec] at hc
  rw [twoRDM_eq, Matrix.smul_mulVec, Matrix.mulVec_mulVec, Matrix.mul_assoc,
    ← Matrix.mulVec_mulVec, show (6 : ℂ) = 2 * 3 by norm_num, mul_smul,
    ← Matrix.mulVec_smul, hc, Matrix.mulVec_smul, smul_smul]
```

The theorem gives the eigenvalue equation and leaves open whether the pair function is nonzero. That takes one more line: $\|A\bar v\|^2=\tfrac{t}{3}\|v\|^2$, so for a unit vector $v$ and $t>0$ the normalised pair function is $\sqrt{3/t}\,A\bar v$.

Q: What happens at $t=0$?

A: One direction fails: $D$ can have eigenvalue $0$ when $g$ does not. The example is three electrons filling three orbitals, numbered 0, 1, 2 in the code.

```lean
/-- The normalised Slater determinant of three orbitals. -/
def slater (i j k : Fin 3) : ℂ :=
  ((√6 : ℝ) : ℂ)⁻¹ *
    Matrix.det (Matrix.of fun a b => (1 : Matrix (Fin 3) (Fin 3) ℂ) a (![i, j, k] b))
```

Its $g$ is the identity. The proof expands the determinant into six signed products, from which both exchanges follow by algebra, and then computes $g$ entry by entry.

```lean
/-- The Slater determinant of three orbitals is antisymmetric, and its one-particle density
matrix is the identity. -/
theorem slater_witness : Antisymmetric slater ∧ oneRDM slater = 1 := by
  -- the six signed products of orbitals
  have expand : ∀ i j k, slater i j k = ((√6 : ℝ) : ℂ)⁻¹ *
      ((1 : Matrix (Fin 3) (Fin 3) ℂ) 0 i * (1 : Matrix (Fin 3) (Fin 3) ℂ) 1 j *
          (1 : Matrix (Fin 3) (Fin 3) ℂ) 2 k
        - (1 : Matrix (Fin 3) (Fin 3) ℂ) 0 i * (1 : Matrix (Fin 3) (Fin 3) ℂ) 1 k *
          (1 : Matrix (Fin 3) (Fin 3) ℂ) 2 j
        - (1 : Matrix (Fin 3) (Fin 3) ℂ) 0 j * (1 : Matrix (Fin 3) (Fin 3) ℂ) 1 i *
          (1 : Matrix (Fin 3) (Fin 3) ℂ) 2 k
        + (1 : Matrix (Fin 3) (Fin 3) ℂ) 0 j * (1 : Matrix (Fin 3) (Fin 3) ℂ) 1 k *
          (1 : Matrix (Fin 3) (Fin 3) ℂ) 2 i
        + (1 : Matrix (Fin 3) (Fin 3) ℂ) 0 k * (1 : Matrix (Fin 3) (Fin 3) ℂ) 1 i *
          (1 : Matrix (Fin 3) (Fin 3) ℂ) 2 j
        - (1 : Matrix (Fin 3) (Fin 3) ℂ) 0 k * (1 : Matrix (Fin 3) (Fin 3) ℂ) 1 j *
          (1 : Matrix (Fin 3) (Fin 3) ℂ) 2 i) := by
    intro i j k
    rw [slater, Matrix.det_fin_three]
    rfl
  refine ⟨⟨fun i j k => ?_, fun i j k => ?_⟩, ?_⟩
  · rw [expand, expand]
    ring
  · rw [expand, expand]
    ring
  · have h6 : ((√6 : ℝ) : ℂ)⁻¹ * ((√6 : ℝ) : ℂ)⁻¹ = 1 / 6 := by
      rw [← mul_inv, ← Complex.ofReal_mul, Real.mul_self_sqrt (by norm_num)]
      norm_num
    ext i l
    fin_cases i <;> fin_cases l <;>
      simp [oneRDM, slater, Matrix.det_fin_three, Fin.sum_univ_three, Matrix.one_apply] <;>
      linear_combination 6 * h6
```

The vector that $D$ annihilates has both particles in orbital 0.

```lean
/-- For the Slater determinant of three orbitals, `0` is an eigenvalue of `D` but not of `g`. -/
theorem duality_fails_at_zero :
    End.HasEigenvalue (Matrix.toLin' (twoRDM slater)) 0 ∧
      ¬ End.HasEigenvalue (Matrix.toLin' (oneRDM slater)) 0 := by
  constructor
  · -- two particles in the same orbital: the pair function is annihilated by `D`
    have hz : ∀ k, slater 0 0 k = 0 := fun k => by
      linear_combination (1 / 2 : ℂ) * slater_witness.1.1 0 0 k
    apply End.hasEigenvalue_of_hasEigenvector (x := Pi.single ((0 : Fin 3), (0 : Fin 3)) 1)
    refine ⟨End.mem_eigenspace_iff.2 ?_, by simp⟩
    ext p
    simp [twoRDM, hz]
  · intro hev
    obtain ⟨v, hv⟩ := hev.exists_hasEigenvector
    have h0 := hv.apply_eq_smul
    rw [slater_witness.2, Matrix.toLin'_apply, Matrix.one_mulVec, zero_smul] at h0
    exact hv.2 h0

end

end CarlsonKeller
```

```lean
#print axioms CarlsonKeller.carlson_keller
#print axioms CarlsonKeller.geminal_of_orbital
#print axioms CarlsonKeller.duality_fails_at_zero
```

```
'CarlsonKeller.carlson_keller' depends on axioms: [propext, Classical.choice, Quot.sound]
'CarlsonKeller.geminal_of_orbital' depends on axioms: [propext, Classical.choice, Quot.sound]
'CarlsonKeller.duality_fails_at_zero' depends on axioms: [propext, Classical.choice, Quot.sound]
```

Q: That is hardly fair. Two electrons in one spin orbital is not a fermionic pair state at all.

A: True, and it is there because $D$ acts on all ordered pairs. In this example the antisymmetric pair functions all have eigenvalue $2$. The failure does also occur among genuine fermion pairs, though I give that only as an informal argument. Mix the determinants of orbitals 1, 2, 3 and 1, 4, 5, both with nonzero weight, in a space of five orbitals. Then $g$ is invertible, while $D$ has rank five on a ten-dimensional space of antisymmetric pairs.

Q: How far is all this from my lithium atom?

A: The step left to you is to identify the finite array with the real wavefunction, which lives in an infinite-dimensional space. For a state expanded in a finite orthonormal basis the array is exact; for the true atomic state it is a truncation. Interactions are no obstacle, since no Hamiltonian appears. Purity does matter: an ensemble has no single $\psi$, and the theorems say nothing about it.

Q: Where would I meet this in a calculation?

A: In a full configuration-interaction calculation for three electrons in a finite basis. With ten spatial functions there are twenty spin orbitals, so $A$ is a $400\times20$ matrix, while $D$ is $400\times400$. The determinant coefficients, divided by $\sqrt6$ and given the sign of the permutation, fill $A$. A singular value decomposition of $A$ with singular values $\sigma$ then yields both spectra: the occupations are $3\sigma^2$ and the nonzero eigenvalues of $D$ are $6\sigma^2$. The conjugated right singular vectors are natural orbitals, and the left ones with $\sigma\neq0$ are the natural pair functions of nonzero occupation, so $D$ need not be diagonalised.

If a program stores only the entries $D(ij,lm)$ with $i<j$ and $l<m$, each pair is counted once instead of twice, and the nonzero eigenvalues of that smaller matrix are $t$, not $2t$. Density matrices summed over spin don't obey the duality: for the single determinant $1s^2\,2s$ the summed $g$ has the nonzero eigenvalues $2,1$, while the summed $D$ has $3,2,1$.

Q: And for $N$-representability?

A: It gives a necessary condition for a pure state of three fermions in a finite basis. Contracting a proposed $D$ gives $g(i,l)=\tfrac12\sum_jD(ij,lj)$. If the nonzero eigenvalues of $D$ are not twice those of this $g$, with the same multiplicities, then no such state has that $D$.
